# The quantum metric gives the $q^2$ coefficient of the structure factor for differentiable band projectors of fixed rank

In a non-interacting insulator with filled bands, the electron density fluctuates even at zero temperature, and these fluctuations die out at long wavelength. How fast they do so depends on how much the occupied states change between neighbouring crystal momenta. Let $P(k)$ be the projector onto the occupied cell-periodic states at $k$. A shift by $q$ costs the weight $\mathrm{tr}\,P(k)(1-P(k+q))$, the part of the occupied space at $k$ that lies outside the occupied space at $k+q$. What is its leading behaviour for small $q$?

## The trace identity and its small-$q$ limit

For orthogonal projectors $P$ and $R$ of equal trace,

$$\mathrm{tr}\,P(1-R)=\tfrac12\,\mathrm{tr}\,(P-R)^2\ \ge 0,$$

with zero exactly when $P=R$. For a nonempty finite mesh $K$ of $|K|$ points in $d$-dimensional $k$-space, define

$$S(q)=\frac1{|K|}\sum_{k\in K}\mathrm{Re}\,\mathrm{tr}\,P(k)\bigl(1-P(k+q)\bigr),\qquad g_{ab}(k)=\tfrac12\,\mathrm{Re}\,\mathrm{tr}\,\partial_aP(k)\,\partial_bP(k).$$

If $P$ has constant trace and is differentiable at the mesh points, then for every fixed direction $u$

$$\frac{S(tu)}{t^2}\;\longrightarrow\;\frac1{|K|}\sum_{k\in K}\sum_{ab}u_au_b\,g_{ab}(k)\qquad(t\to0).$$

In one dimension with $u=1$, the right-hand side is the mesh average of $\mathrm{tr}\,(P'(k)^2)/2$.

## Overlap sums in a Wannier or structure-factor code

A code usually stores $N$ orthonormal occupied vectors at each $k$, as columns of a matrix $U_k$, and forms the overlaps $M=U_k^\dagger U_{k+q}$. The weight is then $N-\sum_{mn}|M_{mn}|^2$. The same quantity, weighted over neighbour vectors, makes up the gauge-invariant part of the Wannier spread for an isolated group of bands in a non-interacting description.

At small $q$ this formula subtracts two nearly equal numbers. The squared-difference form avoids that subtraction:

```python
M = U_k.conj().T @ U_kq
loss_overlap = N - np.sum(np.abs(M)**2)

D = U_k @ U_k.conj().T - U_kq @ U_kq.conj().T
loss_difference = 0.5 * np.sum(np.abs(D)**2)
```

With rounding errors of order $\epsilon$ in the matrix entries, the relative error is of order $\epsilon/q^2$ in the first form and $\epsilon/q$ in the second, when the metric along $q$ is non-zero. The second needs matrices of the full basis size, which suits tight-binding models better than plane waves. Both depend only on the projectors, so phases and rotations among the occupied vectors drop out.

## From idempotency to the metric

Expand the square and use $P^2=P$, $R^2=R$:

$$(P-R)^2=P-PR-RP+R.$$

Take the trace. Cyclicity gives $\mathrm{tr}\,RP=\mathrm{tr}\,PR$, and equal traces give

$$\mathrm{tr}\,(P-R)^2=2\,\mathrm{tr}\,P-2\,\mathrm{tr}\,PR=2\,\mathrm{tr}\,P(1-R).$$

The matrix $A=P-R$ is Hermitian, so $A_{ji}=\overline{A_{ij}}$ and

$$\mathrm{tr}\,A^2=\sum_{ij}A_{ij}A_{ji}=\sum_{ij}|A_{ij}|^2.$$

This is non-negative, and it vanishes only if every entry of $P-R$ vanishes.

Now set $D_t=\bigl(P(k+tu)-P(k)\bigr)/t$ for $t\neq0$. The identity, applied to $P(k)$ and $P(k+tu)$, reads

$$\frac{\mathrm{tr}\,P(k)(1-P(k+tu))}{t^2}=\tfrac12\,\mathrm{tr}\,D_t^2=\tfrac12\sum_{ij}(D_t)_{ij}(D_t)_{ji}.$$

By differentiability, each entry of $D_t$ tends to the corresponding entry of $\sum_au_a\partial_aP(k)$. The sum is finite, so the real part of the right-hand side tends to

$$\tfrac12\,\mathrm{Re}\,\mathrm{tr}\Bigl(\sum_au_a\partial_aP\Bigr)\Bigl(\sum_bu_b\partial_bP\Bigr)=\sum_{ab}u_au_b\,g_{ab}(k).$$

Averaging over the finite mesh gives the limit of $S(tu)/t^2$. Each contracted metric is also a limit of non-negative numbers, so $g$ is positive semidefinite.

A two-level band with state $(\cos k,\sin k)$ makes a convenient test case. Its weight is

$$1-\bigl(\cos k\cos(k+q)+\sin k\sin(k+q)\bigr)^2=1-\cos^2q=\sin^2q,$$

so a code should return $\sin^2q$ at every $k$, and a ratio to $q^2$ that approaches 1.

## The Lean source

```lean
import Mathlib

open Matrix Filter Topology

namespace QuantumMetricStructureFactor

noncomputable section

variable {n : Type*} [Fintype n] {d : ℕ}

/-- An orthogonal projector: a Hermitian idempotent matrix. -/
structure IsProjector (P : Matrix n n ℂ) : Prop where
  herm : P.IsHermitian
  idem : P * P = P

/-- The derivative of a matrix family along the `a`-th momentum axis, entry by entry,
at points `k` where the entries are differentiable. -/
def bandDeriv (P : (Fin d → ℝ) → Matrix n n ℂ) (k : Fin d → ℝ) (a : Fin d) :
    Matrix n n ℂ :=
  Matrix.of fun i j => fderiv ℝ (fun x => P x i j) k (Pi.single a 1)

/-- The quantum metric `g_ab = Re tr(∂_a P ∂_b P) / 2`, at points `k` where the entries
of `P` are differentiable. -/
def quantumMetric (P : (Fin d → ℝ) → Matrix n n ℂ) (k : Fin d → ℝ) (a b : Fin d) : ℝ :=
  (bandDeriv P k a * bandDeriv P k b).trace.re / 2

/-- For a Hermitian matrix, `tr A²` is the sum of the squared moduli of the entries. -/
theorem trace_sq_of_hermitian {A : Matrix n n ℂ} (hA : A.IsHermitian) :
    (A * A).trace = ((∑ i, ∑ j, ‖A i j‖ ^ 2 : ℝ) : ℂ) := by
  simp only [Matrix.trace, Matrix.diag_apply, Matrix.mul_apply, Complex.ofReal_sum]
  refine Finset.sum_congr rfl fun i _ => Finset.sum_congr rfl fun j _ => ?_
  rw [← hA.apply j i, Complex.star_def, Complex.mul_conj, Complex.normSq_eq_norm_sq]

variable [DecidableEq n]

/-- The weight `Re tr P(1 - R)` of the states of `P` outside the range of `R`. -/
def deficit (P R : Matrix n n ℂ) : ℝ := (P * (1 - R)).trace.re

/-- The structure factor `S(q)`: the average of `Re tr P(k)(1 - P(k+q))` over a nonempty
finite mesh `K`. -/
def structureFactor (P : (Fin d → ℝ) → Matrix n n ℂ) (K : Finset (Fin d → ℝ))
    (q : Fin d → ℝ) : ℝ :=
  (∑ k ∈ K, deficit (P k) (P (k + q))) / K.card

/-- For projectors of equal trace, `tr P(1 - R) = tr (P - R)² / 2`. -/
theorem trace_mul_one_sub {P R : Matrix n n ℂ} (hP : IsProjector P) (hR : IsProjector R)
    (h : P.trace = R.trace) :
    (P * (1 - R)).trace = ((P - R) * (P - R)).trace / 2 := by
  have e : (P - R) * (P - R) = P * P - P * R - R * P + R * R := by noncomm_ring
  rw [e, hP.idem, hR.idem, mul_sub, mul_one]
  simp only [Matrix.trace_add, Matrix.trace_sub]
  rw [Matrix.trace_mul_comm R P]
  linear_combination h / 2

/-- For projectors of equal trace, the weight of `P` outside `R` is half the sum of the
squared moduli of the entries of `P - R`. -/
theorem deficit_eq_sum {P R : Matrix n n ℂ} (hP : IsProjector P) (hR : IsProjector R)
    (h : P.trace = R.trace) :
    deficit P R = (∑ i, ∑ j, ‖(P - R) i j‖ ^ 2) / 2 := by
  rw [deficit, trace_mul_one_sub hP hR h, trace_sq_of_hermitian (hP.herm.sub hR.herm),
    Complex.div_ofNat_re, Complex.ofReal_re]

/-- For projectors of equal trace, the weight of `P` outside `R` is non-negative, and it
vanishes exactly when `P = R`. -/
theorem deficit_nonneg_and_eq_zero_iff {P R : Matrix n n ℂ} (hP : IsProjector P)
    (hR : IsProjector R) (h : P.trace = R.trace) :
    0 ≤ deficit P R ∧ (deficit P R = 0 ↔ P = R) := by
  have e := deficit_eq_sum hP hR h
  refine ⟨by rw [e]; positivity, fun h0 => ?_, fun hPR => ?_⟩
  · have hs : ∑ i, ∑ j, ‖(P - R) i j‖ ^ 2 = 0 := by linarith
    ext i j
    -- a vanishing sum of squares has vanishing terms
    have h1 := (Finset.sum_eq_zero_iff_of_nonneg
      (fun i _ => Finset.sum_nonneg fun j _ => sq_nonneg ‖(P - R) i j‖)).1 hs i
      (Finset.mem_univ i)
    have h2 := (Finset.sum_eq_zero_iff_of_nonneg
      (fun j _ => sq_nonneg ‖(P - R) i j‖)).1 h1 j (Finset.mem_univ j)
    exact sub_eq_zero.1 (norm_eq_zero.1 ((pow_eq_zero_iff two_ne_zero).1 h2))
  · rw [e, hPR]
    simp

set_option maxHeartbeats 400000 in
/-- At a single `k`, the weight lost under a small shift `t u` is `t²` times the quantum metric
contracted with `u`, up to an error that vanishes faster than `t²`. -/
theorem deficit_limit {P : (Fin d → ℝ) → Matrix n n ℂ} (hP : ∀ k, IsProjector (P k))
    (htr : ∀ k k', (P k).trace = (P k').trace) {k : Fin d → ℝ}
    (hd : ∀ i j, DifferentiableAt ℝ (fun x => P x i j) k) (u : Fin d → ℝ) :
    Tendsto (fun t : ℝ => deficit (P k) (P (k + t • u)) / t ^ 2) (𝓝[≠] 0)
      (𝓝 (∑ a, ∑ b, u a * u b * quantumMetric P k a b)) := by
  have hu : u = ∑ a, u a • (Pi.single a 1 : Fin d → ℝ) := by
    ext b
    simp [Finset.sum_apply, Pi.single_apply]
  -- difference quotients of the entries along `u`
  have hs : ∀ i j, Tendsto (fun t : ℝ => (t⁻¹ • (P (k + t • u) - P k)) i j) (𝓝[≠] 0)
      (𝓝 ((∑ a, u a • bandDeriv P k a) i j)) := by
    intro i j
    have e : (∑ a, u a • bandDeriv P k a) i j = fderiv ℝ (fun x => P x i j) k u := by
      conv_rhs => rw [hu]
      simp only [map_sum, map_smul, Matrix.sum_apply, Matrix.smul_apply, bandDeriv,
        Matrix.of_apply]
    rw [e]
    have hl : HasLineDerivAt ℝ (fun x => P x i j) (fderiv ℝ (fun x => P x i j) k u) k u :=
      (hd i j).hasFDerivAt.hasLineDerivAt u
    refine (hasLineDerivAt_iff_tendsto_slope_zero.1 hl).congr fun t => ?_
    simp only [Matrix.smul_apply, Matrix.sub_apply]
  have hlim : Tendsto (fun t : ℝ => ((t⁻¹ • (P (k + t • u) - P k)) *
      (t⁻¹ • (P (k + t • u) - P k))).trace.re / 2) (𝓝[≠] 0)
      (𝓝 (((∑ a, u a • bandDeriv P k a) * (∑ a, u a • bandDeriv P k a)).trace.re / 2)) := by
    simp only [Matrix.trace, Matrix.diag_apply, Matrix.mul_apply]
    exact ((Complex.continuous_re.tendsto _).comp (tendsto_finsetSum _ fun i _ =>
      tendsto_finsetSum _ fun j _ => (hs i j).mul (hs j i))).div_const 2
  -- the limit is the metric contracted twice with `u`
  have hg : ((∑ a, u a • bandDeriv P k a) * (∑ a, u a • bandDeriv P k a)).trace.re / 2
      = ∑ a, ∑ b, u a * u b * quantumMetric P k a b := by
    rw [Finset.sum_mul_sum]
    simp only [smul_mul_smul_comm, Matrix.trace_sum, Matrix.trace_smul, Complex.re_sum,
      Complex.smul_re, smul_eq_mul, Finset.sum_div, quantumMetric, mul_div_assoc]
  rw [hg] at hlim
  refine hlim.congr fun t => ?_
  rw [deficit, trace_mul_one_sub (hP _) (hP _) (htr _ _), Complex.div_ofNat_re,
    smul_mul_smul_comm, Matrix.trace_smul, Complex.smul_re, smul_eq_mul,
    ← neg_sub (P (k + t • u)) (P k), neg_mul_neg]
  ring

/-- As `t → 0`, `S(t u) / t²` tends to the mesh average of the quantum metric contracted
with the direction `u`. -/
theorem structureFactor_limit {P : (Fin d → ℝ) → Matrix n n ℂ}
    (hP : ∀ k, IsProjector (P k)) (htr : ∀ k k', (P k).trace = (P k').trace)
    (K : Finset (Fin d → ℝ))
    (hd : ∀ k ∈ K, ∀ i j, DifferentiableAt ℝ (fun x => P x i j) k) (u : Fin d → ℝ) :
    Tendsto (fun t : ℝ => structureFactor P K (t • u) / t ^ 2) (𝓝[≠] 0)
      (𝓝 ((∑ k ∈ K, ∑ a, ∑ b, u a * u b * quantumMetric P k a b) / K.card)) := by
  refine ((tendsto_finsetSum K fun k hk =>
    deficit_limit hP htr (hd k hk) u).div_const (K.card : ℝ)).congr fun t => ?_
  rw [structureFactor, ← Finset.sum_div, div_right_comm]

/-- The quantum metric of a projector family is positive semidefinite. -/
theorem quantumMetric_nonneg {P : (Fin d → ℝ) → Matrix n n ℂ}
    (hP : ∀ k, IsProjector (P k)) (htr : ∀ k k', (P k).trace = (P k').trace)
    {k : Fin d → ℝ} (hd : ∀ i j, DifferentiableAt ℝ (fun x => P x i j) k)
    (u : Fin d → ℝ) : 0 ≤ ∑ a, ∑ b, u a * u b * quantumMetric P k a b :=
  ge_of_tendsto (deficit_limit hP htr hd u) (Eventually.of_forall fun t =>
    div_nonneg (deficit_nonneg_and_eq_zero_iff (hP _) (hP _) (htr _ _)).1 (sq_nonneg t))

/-- The matrix `v vᵀ` of the real two-level vector `v = (c, s)`. -/
def realState (c s : ℝ) : Matrix (Fin 2) (Fin 2) ℂ :=
  !![(c : ℂ) * c, (c : ℂ) * s; (s : ℂ) * c, (s : ℂ) * s]

/-- The two-level band with state `(cos k, sin k)` at momentum `k`. -/
def rotatingBand (k : Fin 1 → ℝ) : Matrix (Fin 2) (Fin 2) ℂ :=
  realState (Real.cos (k 0)) (Real.sin (k 0))

/-- The rotating band is a differentiable family of projectors of trace one, and a shift
by `q` costs the weight `sin² q`. -/
theorem rotatingBand_witness (k q : Fin 1 → ℝ) :
    IsProjector (rotatingBand k) ∧ (rotatingBand k).trace = 1 ∧
      (∀ i j, DifferentiableAt ℝ (fun x => rotatingBand x i j) k) ∧
      deficit (rotatingBand k) (rotatingBand (k + q)) = Real.sin (q 0) ^ 2 := by
  have hC : ((Real.cos (k 0) : ℝ) : ℂ) ^ 2 + ((Real.sin (k 0) : ℝ) : ℂ) ^ 2 = 1 := by
    exact_mod_cast Real.cos_sq_add_sin_sq (k 0)
  have hsq : ∀ c s : ℝ, realState c s * realState c s
      = ((c : ℂ) ^ 2 + (s : ℂ) ^ 2) • realState c s := by
    intro c s
    ext i j
    fin_cases i <;> fin_cases j <;>
      simp [realState, Matrix.mul_apply, Fin.sum_univ_two] <;> ring
  have hherm : ∀ c s : ℝ, (realState c s).IsHermitian := by
    intro c s
    ext i j
    fin_cases i <;> fin_cases j <;> simp [realState, mul_comm]
  have hdef : ∀ c s c' s' : ℝ, c' ^ 2 + s' ^ 2 = 1 →
      deficit (realState c s) (realState c' s') = (c * s' - s * c') ^ 2 := by
    intro c s c' s' h
    rw [deficit, mul_sub, mul_one]
    simp only [realState, Matrix.mul_fin_two, Matrix.trace_sub, Matrix.trace_fin_two_of,
      Complex.sub_re, Complex.add_re, Complex.mul_re, Complex.mul_im, Complex.ofReal_re,
      Complex.ofReal_im]
    linear_combination (-(c ^ 2 + s ^ 2)) * h
  refine ⟨⟨hherm _ _, ?_⟩, ?_, ?_, ?_⟩
  · rw [rotatingBand, hsq, hC, one_smul]
  · rw [rotatingBand, realState, Matrix.trace_fin_two_of]
    linear_combination hC
  · have hcr : Differentiable ℝ (fun x : Fin 1 → ℝ => Real.cos (x 0)) := by fun_prop
    have hsr : Differentiable ℝ (fun x : Fin 1 → ℝ => Real.sin (x 0)) := by fun_prop
    have hc : Differentiable ℝ (fun x : Fin 1 → ℝ => ((Real.cos (x 0) : ℝ) : ℂ)) :=
      Complex.ofRealCLM.differentiable.comp hcr
    have hs : Differentiable ℝ (fun x : Fin 1 → ℝ => ((Real.sin (x 0) : ℝ) : ℂ)) :=
      Complex.ofRealCLM.differentiable.comp hsr
    intro i j
    fin_cases i <;> fin_cases j
    · exact (hc.mul hc) k
    · exact (hc.mul hs) k
    · exact (hs.mul hc) k
    · exact (hs.mul hs) k
  · rw [rotatingBand, rotatingBand, hdef _ _ _ _ (Real.cos_sq_add_sin_sq _)]
    -- the subtraction formula for the sine
    have e : Real.sin (q 0) = Real.sin ((k + q) 0 - k 0) := by
      congr 1
      simp
    rw [e, Real.sin_sub]
    ring

end

end QuantumMetricStructureFactor
```

```lean
#print axioms QuantumMetricStructureFactor.structureFactor_limit
-- 'QuantumMetricStructureFactor.structureFactor_limit' depends on axioms: [propext, Classical.choice, Quot.sound]
#print axioms QuantumMetricStructureFactor.quantumMetric_nonneg
-- 'QuantumMetricStructureFactor.quantumMetric_nonneg' depends on axioms: [propext, Classical.choice, Quot.sound]
```

## How the definitions map to a band model

The finite type `n` labels the basis orbitals in a cell, including spin if present, and `Fin d → ℝ` is momentum space. `IsProjector` means Hermitian and idempotent. `deficit` is the lost weight, defined as a real part, and `structureFactor` is its equal-weight mesh average. This normalisation is per $k$-point, hence per unit cell; divide by the number of occupied bands for a value per electron.

`bandDeriv` differentiates each complex entry with respect to real momentum along a coordinate axis, and `quantumMetric` includes the factor $\tfrac12$. The direction `u` need not be a unit vector. The filter `𝓝[≠] 0` says that $t$ approaches zero from both sides without being zero.

The hypothesis `htr` fixes the number of occupied bands throughout $k$-space, as in an insulator. The hypothesis `hd` asks for differentiability at the mesh points only. Physically, both stand for a gap between occupied and empty bands of a smoothly varying Hamiltonian; the file assumes them and contains no Hamiltonian.

The theorem `deficit_nonneg_and_eq_zero_iff` states positivity and the equality case. `structureFactor_limit` states the directional limit, and `quantumMetric_nonneg` says that the metric contracted twice with any real `u` is non-negative at a point of differentiability.

## How the Lean proof follows the algebra

`trace_mul_one_sub` expands the square with `noncomm_ring`, substitutes idempotency, and applies `Matrix.trace_mul_comm` for cyclicity. The equal-trace hypothesis enters in the closing `linear_combination`. `trace_sq_of_hermitian` turns the trace into a sum of squared moduli, and `deficit_eq_sum` combines the two results. The equality case then applies `Finset.sum_eq_zero_iff_of_nonneg` twice, once for each matrix index.

In `deficit_limit`, the step `hu` decomposes `u` into axis vectors, and `hs` gives the limits of the entrywise difference quotients. `hlim` passes these limits through the products, finite sums and real part, while `hg` expands the result into the metric. The final rewriting identifies the quotient of the deficit by $t^2$ with half the trace of the squared difference quotient.

`structureFactor_limit` sums these limits over the mesh and divides by its size. `quantumMetric_nonneg` uses `ge_of_tendsto`, which carries a lower bound over to a limit. Finally, `rotatingBand_witness` verifies that the two-level example is a differentiable family of trace-one projectors with deficit $\sin^2q$, through the subtraction formula for the sine.

## A fixed mesh, a fixed direction and exact projectors

The mesh stays fixed while $q$ shrinks, so $k+q$ generally lies between mesh points and $P$ must be available there. A production code often takes $q$ from the mesh itself and refines the mesh to make $q$ small. That joint limit, and the passage to a Brillouin-zone integral, need a further argument. The theorem also gives no convergence rate, so it doesn't say how small $q$ must be for a given accuracy.

The limit is taken along one straight line at a time. Mesh points carry equal weights, so a symmetry-reduced mesh should first be unfolded to the full one. Restoring the weights alone is not enough in general, because a symmetry that maps $k$ to another mesh point can also change the direction of $q$.

The projectors are exact. Partial occupations, as in a smeared metal, break idempotency, and a band crossing the Fermi level changes the trace. For two projectors of unequal trace, the expansion above leaves an extra term $(\mathrm{tr}\,P-\mathrm{tr}\,R)/2$, so a mismatch between the two code expressions well above rounding error can reveal a change in the number of occupied bands.

The identification of $S(q)$ with the density structure factor belongs to the physical model: non-interacting electrons, and cell-periodic states whose phases include the orbital positions. A tight-binding model with these phases treats its orbitals as points, so it misses the contribution of their own spatial extent to the $q^2$ coefficient. In a tight-binding code that leaves the orbital positions out of the phases, the theorem still applies to the resulting projectors, but their metric generally differs from the one that governs the density fluctuations.
